# The half-turn 2uuᵀ − 1 about a unit vector u is a proper rotation other than the identity

For a real three-dimensional vector u with u · u = 1, the lemma concerns the matrix 2uuᵀ − 1, the rotation by π about u. It states that this matrix is orthogonal, has determinant 1, is not the identity, and sends every vector v to 2(u · v)u − v. The attempt first establishes a formula for the matrix entries, `e`, on which all four parts draw. Orthogonality then follows from the symmetry of the matrix and the fact that uuᵀ is a projector, so that the half-turn squares to 1; the other parts are calculations with entries.

This version doesn't compile in Lean 4 with Mathlib:

```lean
import Mathlib

open Matrix

namespace HalfTurnSpec

noncomputable section

/-- The matrix `2 u uᵀ - 1`; for a unit vector `u` it is the half-turn about `u`. -/
def halfTurn (u : Fin 3 → ℝ) : Matrix (Fin 3) (Fin 3) ℝ := 2 • Matrix.vecMulVec u u - 1

/-- For a unit vector `u`, the half-turn is a proper rotation different from the identity,
and it sends `v` to `2 (u · v) u - v`. -/
theorem halfTurn_spec {u : Fin 3 → ℝ} (hu : u ⬝ᵥ u = 1) :
    halfTurn u ∈ Matrix.orthogonalGroup (Fin 3) ℝ ∧ (halfTurn u).det = 1 ∧ halfTurn u ≠ 1 ∧
      ∀ v, halfTurn u *ᵥ v = (2 * (u ⬝ᵥ v)) • u - v := by
  have hs : u 0 * u 0 + u 1 * u 1 + u 2 * u 2 = 1 := by
    simpa only [dotProduct, Fin.sum_univ_three] using hu
  have e : ∀ i j, halfTurn u i j = 2 * (u i * u j) - if i = j then 1 else 0 := fun i j => by
    simp [halfTurn, Matrix.vecMulVec_apply, Matrix.one_apply]
  refine ⟨Matrix.mem_unitaryGroup_iff.2 ?_, ?_, fun h => ?_, fun v => ?_⟩
  · have hstar : star (halfTurn u) = halfTurn u := by
      ext i j
      rw [Matrix.star_apply, star_trivial, e, e]
      simp only [mul_comm (u j) (u i), eq_comm (a := j) (b := i)]
    have hP : Matrix.vecMulVec u u * Matrix.vecMulVec u u = Matrix.vecMulVec u u := by
      ext i j
      simp only [Matrix.mul_apply, Matrix.vecMulVec_apply, Fin.sum_univ_three]
      linear_combination (u i * u j) * hs
    rw [hstar]
    calc halfTurn u * halfTurn u
        = 4 • (Matrix.vecMulVec u u * Matrix.vecMulVec u u) - 4 • Matrix.vecMulVec u u + 1 := by
          unfold halfTurn
          noncomm_ring
      _ = 1 := by rw [hP, sub_self, zero_add]
  · rw [Matrix.det_fin_three]
    simp only [e, Fin.reduceEq, eq_self, ↓reduceIte]
    linear_combination 2 * hs
  · -- compare the diagonal entries
    have hd : ∀ i, 2 * (u i * u i) - 1 = (1 : ℝ) := fun i => by
      have hi := congrFun (congrFun h i) i
      rwa [e, if_pos rfl, Matrix.one_apply_eq] at hi
    linarith [hd 0, hd 1, hd 2]
  · ext i
    fin_cases i <;> simp [e, Matrix.mulVec, dotProduct, Fin.sum_univ_three] <;> ring

end

end HalfTurnSpec
```

Compiling this gives:

```
Main.lean:19:90: error: unsolved goals
u : Fin 3 → ℝ
hu : u ⬝ᵥ u = 1
hs : u 0 * u 0 + u 1 * u 1 + u 2 * u 2 = 1
i j : Fin 3
⊢ (2 * vecMulVec u u) i j = 2 * (u i * u j)
Main.lean:20:20: warning: This simp argument is unused:
  Matrix.vecMulVec_apply

Hint: Omit it from the simp argument list.
  [apply] simp [halfTurn, Matrix.one_apply]

Note: This linter can be disabled with `set_option linter.unusedSimpArgs false`
```

This version goes through:

```diff
@@ -18,5 +18,6 @@
     simpa only [dotProduct, Fin.sum_univ_three] using hu
   have e : ∀ i j, halfTurn u i j = 2 * (u i * u j) - if i = j then 1 else 0 := fun i j => by
-    simp [halfTurn, Matrix.vecMulVec_apply, Matrix.one_apply]
+    rw [halfTurn, Matrix.sub_apply, Matrix.smul_apply, Matrix.vecMulVec_apply,
+      Matrix.one_apply, nsmul_eq_mul, Nat.cast_ofNat]
   refine ⟨Matrix.mem_unitaryGroup_iff.2 ?_, ?_, fun h => ?_, fun v => ?_⟩
   · have hstar : star (halfTurn u) = halfTurn u := by
```

Cause. The error is in the proof of the entry formula `e`. There `simp` has turned the scalar multiple `2 • vecMulVec u u` into the matrix product `2 * vecMulVec u u`, in which `2` is itself a matrix. The remaining goal asks for an entry of that product. `Matrix.vecMulVec_apply` needs `vecMulVec u u` applied directly to `i` and `j`, but here the indices are applied to the whole product, so the lemma never fires. This is also why the warning calls it unused; dropping it, as the hint suggests, would not close the goal.

The repair fixes the order with `rw`. After `halfTurn` is unfolded, `Matrix.sub_apply` and `Matrix.smul_apply` carry the indices inwards while the `2` is still a scalar. `Matrix.vecMulVec_apply` then gives `u i * u j`, and `Matrix.one_apply` gives the `if` expression. Only then does `nsmul_eq_mul` turn the scalar multiple into a product, now of real numbers, and `Nat.cast_ofNat` turns the cast natural number 2 into the real numeral, which makes the two sides agree.
